# Unscaled velocities underestimate a nonzero static independent-particle polarizability after a positive scissors shift

An optical response can be summed from velocity matrix elements and transition energies. If a scissors shift raises the empty levels and the shifted energies are used throughout, the velocities have to be rescaled to match. If they are left as the unshifted Hamiltonian gave them, a nonzero static polarizability comes out too small. The problems below bound this error for a finite, gapped system of non-interacting electrons.

## The model and its two polarizabilities

Let $|i\rangle$ (`b i`) be a finite orthonormal basis of a complex inner product space, with $H|i\rangle=e_i|i\rangle$ and real $e_i$. This hypothesis, `hH`, makes $H$ Hermitian. The labels stand for spin orbitals, and the set `occ` holds those that are occupied. Throughout, $v$ is occupied, $c$ is empty and $w_{cv}=e_c-e_v$.

```lean
import Mathlib

open scoped InnerProductSpace

namespace ScissorsPolarizability

noncomputable section

variable {ι E : Type*} [Fintype ι] [DecidableEq ι]
  [NormedAddCommGroup E] [InnerProductSpace ℂ E]
```

The projector on the empty states is $Q=\sum_{c\notin\mathrm{occ}}|c\rangle\langle c|$.

```lean
/-- The projector `∑ |c⟩⟨c|` on the empty states, those outside `occ`. -/
def emptyProjector (b : OrthonormalBasis ι ℂ E) (occ : Finset ι) : E →ₗ[ℂ] E where
  toFun x := ∑ c ∈ occᶜ, inner ℂ (b c) x • b c
  map_add' x y := by simp only [inner_add_right, add_smul, Finset.sum_add_distrib]
  map_smul' a x := by
    simp only [inner_smul_right, mul_smul, Finset.smul_sum, RingHom.id_apply]
```

The scissors Hamiltonian is $H+DQ$. The constant $D$ stands for a many-body correction to the gap, taken to be the same for every empty level.

```lean
/-- The scissors Hamiltonian: `H` plus `D` times the projector on the empty states. -/
def scissors (b : OrthonormalBasis ι ℂ E) (occ : Finset ι) (H : E →ₗ[ℂ] E) (D : ℝ) :
    E →ₗ[ℂ] E := H + (D : ℂ) • emptyProjector b occ
```

The shifted levels $\varepsilon_i$ are $e_i$ for occupied and $e_i+D$ for empty states.

```lean
/-- The levels `e` with every empty level raised by `D`. -/
def scissorsLevel (occ : Finset ι) (e : ι → ℝ) (D : ℝ) (i : ι) : ℝ :=
  if i ∈ occ then e i else e i + D
```

The operator $X$ is one Cartesian component of position, and $X_{cv}=\langle c|X|v\rangle$ is `inner ℂ (b c) (X (b v))`. The theorems allow any linear map $X$. A transition is the pair `p` $=(v,c)$, with the term $T_{cv}=|X_{cv}|^2/(\varepsilon_c-\varepsilon_v)$.

```lean
/-- The term `|⟨c|X|v⟩|² / (ε_c - ε_v)` of the transition `p = (v, c)`, for `ε_c ≠ ε_v`. -/
def transitionTerm (b : OrthonormalBasis ι ℂ E) (X : E →ₗ[ℂ] E) (ε : ι → ℝ)
    (p : ι × ι) : ℝ :=
  ‖inner ℂ (b p.2) (X (b p.1))‖ ^ 2 / (ε p.2 - ε p.1)
```

In atomic units the static polarizability is $\alpha=2\sum_{v,c}T_{cv}$, where the 2 comes from the resonant and antiresonant parts of the response.

```lean
/-- Static polarizability from position elements, `2 ∑ |⟨c|X|v⟩|² / (ε_c - ε_v)`, for
levels `ε` in which no empty level coincides with an occupied one. -/
def polarizability (b : OrthonormalBasis ι ℂ E) (occ : Finset ι) (X : E →ₗ[ℂ] E)
    (ε : ι → ℝ) : ℝ :=
  2 * ∑ p ∈ occ ×ˢ occᶜ, transitionTerm b X ε p
```

The velocity is $\mathrm{i}[K,X]$ for a Hamiltonian $K$, where $\mathrm{i}$ is the imaginary unit. The docstrings leave out this phase and call the matrix elements of $[K,X]$ velocity elements. The velocity form of the polarizability is $2\sum_{v,c}|\langle c|[K,X]|v\rangle|^2/(\varepsilon_c-\varepsilon_v)^3$. The uncorrected calculation, called $\alpha'$ here, puts the old $H$ in the place of $K$ but keeps the shifted $\varepsilon$. The two arguments are independent in Lean, so care is needed: with `scissors b occ H D` as `K`, the formula would describe the correctly scaled velocities instead.

```lean
/-- Static polarizability from the velocity elements of `K`,
`2 ∑ |⟨c|[K,X]|v⟩|² / (ε_c - ε_v)³`, for levels `ε` in which no empty level coincides
with an occupied one. -/
def velocityPolarizability (b : OrthonormalBasis ι ℂ E) (occ : Finset ι)
    (K X : E →ₗ[ℂ] E) (ε : ι → ℝ) : ℝ :=
  2 * ∑ p ∈ occ ×ˢ occᶜ,
    ‖inner ℂ (b p.2) (K (X (b p.1)) - X (K (b p.1)))‖ ^ 2 / (ε p.2 - ε p.1) ^ 3
```

The model has no local-field or excitonic effects, no periodic boundary conditions, and no overlap operator of the kind that ultrasoft pseudopotentials and PAW bring in.

## (a) The projector on a basis state

Show that
$$Q|i\rangle=\begin{cases}0,& i\in\mathrm{occ}\\ |i\rangle,& i\notin\mathrm{occ}.\end{cases}$$

**Solution.** By orthonormality $Q|i\rangle=\sum_{c\notin\mathrm{occ}}\delta_{ci}|c\rangle$. The sum contains $c=i$ only if $i$ is empty. The proof inserts the same Kronecker delta and splits on `i ∈ occ`.

```lean
variable (b : OrthonormalBasis ι ℂ E) (occ : Finset ι) (X : E →ₗ[ℂ] E)
  {H : E →ₗ[ℂ] E} {e : ι → ℝ} {g D : ℝ}

/-- The projector on the empty states removes occupied basis states and keeps empty ones. -/
theorem emptyProjector_basis (i : ι) :
    emptyProjector b occ (b i) = if i ∈ occ then 0 else b i := by
  change ∑ c ∈ occᶜ, inner ℂ (b c) (b i) • b c = _
  simp only [orthonormal_iff_ite.mp b.orthonormal, ite_smul, one_smul, zero_smul,
    Finset.sum_ite_eq', Finset.mem_compl]
  by_cases h : i ∈ occ <;> simp [h]
```

## (b) Eigenstates of the scissors Hamiltonian

Show that
$$(H+DQ)|i\rangle=\varepsilon_i|i\rangle.$$

**Solution.** By (a), an occupied state gives $e_i|i\rangle+0$ and an empty one gives $e_i|i\rangle+D|i\rangle$. These are the two branches of `split_ifs`.

```lean
/-- If the basis states are eigenstates of `H` with levels `e`, they are eigenstates of the
scissors Hamiltonian with the empty levels raised by `D`. -/
theorem scissors_basis (hH : ∀ i, H (b i) = (e i : ℂ) • b i) (i : ι) :
    scissors b occ H D (b i) = (scissorsLevel occ e D i : ℂ) • b i := by
  unfold scissors scissorsLevel
  rw [LinearMap.add_apply, LinearMap.smul_apply, hH, emptyProjector_basis]
  split_ifs
  · rw [smul_zero, add_zero]
  · rw [Complex.ofReal_add, add_smul]
```

## (c) Matrix elements of the commutator

For any two basis states, show that
$$\langle c|[H,X]|v\rangle=(e_c-e_v)X_{cv}.$$

**Solution.** Expand $|y\rangle=\sum_i|i\rangle\langle i|y\rangle$. Then $\langle c|H|y\rangle=\sum_i e_i\langle c|i\rangle\langle i|y\rangle=e_c\langle c|y\rangle$, which is the step `left`. With $|y\rangle=X|v\rangle$ the first half of the commutator is $e_cX_{cv}$. The second half is $\langle c|XH|v\rangle=e_vX_{cv}$, and subtraction gives the result.

```lean
/-- Between eigenstates of `H`, the element of `[H,X]` is the energy difference times the
element of `X`. -/
theorem commutator_element (hH : ∀ i, H (b i) = (e i : ℂ) • b i) (v c : ι) :
    inner ℂ (b c) (H (X (b v)) - X (H (b v))) =
      ((e c - e v : ℝ) : ℂ) * inner ℂ (b c) (X (b v)) := by
  -- H acts to the left on an eigenstate: expand the ket in the eigenbasis
  have left : ∀ y, inner ℂ (b c) (H y) = (e c : ℂ) * inner ℂ (b c) y := by
    intro y
    conv_lhs => rw [← b.sum_repr' y]
    simp only [map_sum, map_smul, hH, inner_sum, inner_smul_right,
      orthonormal_iff_ite.mp b.orthonormal, mul_ite, mul_one, mul_zero,
      Finset.sum_ite_eq, Finset.mem_univ, if_true]
    ring
  rw [inner_sub_right, left, hH v, map_smul, inner_smul_right]
  push_cast
  ring
```

## (d) Shifted transition energies

Show that
$$\varepsilon_c-\varepsilon_v=w_{cv}+D.$$

**Solution.** Since $c$ is empty and $v$ occupied, the difference is $(e_c+D)-e_v$.

```lean
omit [Fintype ι] in
/-- The scissors shift raises every transition energy from an occupied to an empty level
by `D`. -/
theorem scissors_gap {v c : ι} (hv : v ∈ occ) (hc : c ∉ occ) :
    scissorsLevel occ e D c - scissorsLevel occ e D v = e c - e v + D := by
  unfold scissorsLevel
  rw [if_neg hc, if_pos hv]
  ring
```

## (e) Position from the scissors velocity

For $w_{cv}+D\neq0$, show that
$$\frac{\langle c|[H+DQ,X]|v\rangle}{w_{cv}+D}=X_{cv}.$$

**Solution.** By (b), part (c) applies to $H+DQ$ with the levels $\varepsilon_i$. The numerator is therefore $(\varepsilon_c-\varepsilon_v)X_{cv}=(w_{cv}+D)X_{cv}$, and the energy cancels. Compared with (c), the matching velocity is the old one times $(w_{cv}+D)/w_{cv}$ when $w_{cv}\neq0$. In that case (c) also gives the same $X_{cv}$ from the old commutator element divided by the old $w_{cv}$, so position elements obtained before the shift need no rescaling.

```lean
/-- For an occupied `v` and an empty `c` whose shifted transition energy is not zero, the
velocity element of the scissors Hamiltonian divided by that energy is the position element. -/
theorem position_from_scissors_velocity (hH : ∀ i, H (b i) = (e i : ℂ) • b i) {v c : ι}
    (hv : v ∈ occ) (hc : c ∉ occ) (hw : e c - e v + D ≠ 0) :
    inner ℂ (b c) (scissors b occ H D (X (b v)) - X (scissors b occ H D (b v))) /
      ((e c - e v + D : ℝ) : ℂ) = inner ℂ (b c) (X (b v)) := by
  rw [commutator_element b X (scissors_basis b occ hH), scissors_gap occ hv hc]
  exact mul_div_cancel_left₀ _ (Complex.ofReal_ne_zero.2 hw)
```

## (f) The factor carried by each transition

Show that
$$\alpha'=2\sum_{v,c}\left(\frac{w_{cv}}{w_{cv}+D}\right)^2T_{cv}.$$

**Solution.** By (c) and (d), each term of $\alpha'$ is
$$\frac{w_{cv}^2|X_{cv}|^2}{(w_{cv}+D)^3}=\left(\frac{w_{cv}}{w_{cv}+D}\right)^2\frac{|X_{cv}|^2}{w_{cv}+D}.$$
The proof does this under the sum with `Finset.sum_congr`. It needs no condition on the denominator, because Lean sets division by zero to zero on both sides.

```lean
/-- With unscaled velocities and shifted levels, each transition of original energy `w`
enters the static polarizability with the extra factor `(w/(w+D))²`. -/
theorem unscaled_eq (hH : ∀ i, H (b i) = (e i : ℂ) • b i) :
    velocityPolarizability b occ H X (scissorsLevel occ e D) =
      2 * ∑ p ∈ occ ×ˢ occᶜ, ((e p.2 - e p.1) / (e p.2 - e p.1 + D)) ^ 2 *
        transitionTerm b X (scissorsLevel occ e D) p := by
  unfold velocityPolarizability transitionTerm
  congr 1
  refine Finset.sum_congr rfl fun p hp => ?_
  rw [Finset.mem_product, Finset.mem_compl] at hp
  rw [commutator_element b X hH, scissors_gap occ hp.1 hp.2, norm_mul, mul_pow,
    Complex.norm_real, Real.norm_eq_abs, sq_abs, div_pow, div_mul_div_comm, ← pow_succ]
```

## (g) Growth of the factor with energy

For $0<g<w$ and $D>0$, show that
$$\left(\frac{g}{g+D}\right)^2<\left(\frac{w}{w+D}\right)^2.$$

**Solution.** Cross-multiplying $g/(g+D)<w/(w+D)$ gives $gw+gD<gw+wD$, that is $(w-g)D>0$. This is the product handed to `nlinarith`. Both fractions are positive, so squaring keeps the order.

```lean
/-- For `D > 0` the factor `(w/(w+D))²` grows strictly with the transition energy `w > 0`. -/
theorem factor_lt {w : ℝ} (hg : 0 < g) (hD : 0 < D) (h : g < w) :
    (g / (g + D)) ^ 2 < (w / (w + D)) ^ 2 := by
  have hw : 0 < w := hg.trans h
  have h1 : g / (g + D) < w / (w + D) := by
    rw [div_lt_div_iff₀ (by positivity) (by positivity)]
    nlinarith [mul_pos (sub_pos.2 h) hD]
  exact pow_lt_pow_left₀ h1 (by positivity) two_ne_zero
```

## (h) Bounds for one transition

Let $g>0$, $D>0$, and $w_{cv}\ge g$ for all occupied $v$ and empty $c$. Show that
$$\left(\frac{g}{g+D}\right)^2\le\left(\frac{w_{cv}}{w_{cv}+D}\right)^2<1,\qquad T_{cv}\ge0.$$

**Solution.** The first bound is an equality for $w_{cv}=g$ and follows from (g) otherwise. The second holds because $0<w_{cv}<w_{cv}+D$. The last is a square divided by a positive energy. The hypothesis `hgap` asks only for a lower bound $g$ on the transition energies; the smallest gap is the sharpest choice.

```lean
/-- If all transition energies are at least `g > 0` and `D > 0`, each transition has a factor
of at least `(g/(g+D))²` and below one, and a nonnegative polarizability term. -/
theorem transition_bounds (hg : 0 < g) (hD : 0 < D)
    (hgap : ∀ v ∈ occ, ∀ c ∉ occ, g ≤ e c - e v) {p : ι × ι} (hp : p ∈ occ ×ˢ occᶜ) :
    (g / (g + D)) ^ 2 ≤ ((e p.2 - e p.1) / (e p.2 - e p.1 + D)) ^ 2 ∧
    ((e p.2 - e p.1) / (e p.2 - e p.1 + D)) ^ 2 < 1 ∧
    0 ≤ transitionTerm b X (scissorsLevel occ e D) p := by
  rw [Finset.mem_product, Finset.mem_compl] at hp
  have hw := hgap _ hp.1 _ hp.2
  have hwD : 0 < e p.2 - e p.1 + D := by linarith
  refine ⟨?_, ?_, ?_⟩
  · rcases hw.eq_or_lt with h | h
    · rw [← h]
    · exact (factor_lt hg hD h).le
  · exact pow_lt_one₀ (div_nonneg (by linarith) hwD.le)
      ((div_lt_one hwD).2 (by linarith)) two_ne_zero
  · unfold transitionTerm
    rw [scissors_gap occ hp.1 hp.2]
    exact div_nonneg (sq_nonneg _) hwD.le
```

## (i) The ratio of the polarizabilities

Under the conditions of (h) and with $\alpha\neq0$, show that
$$\left(\frac{g}{g+D}\right)^2\le\frac{\alpha'}{\alpha}<1.$$

**Solution.** All $T_{cv}\ge0$ and $\alpha\ne0$, so $\alpha>0$. Multiply the first bound of (h) by $T_{cv}$, sum, and divide by $\alpha$ to get the lower end; in the proof this sum is `key`. For the upper end, some transition `q` has a positive term, which its factor strictly reduces, while no other term grows. Hence $\alpha'<\alpha$. `Set.Ico` is the interval closed below and open above.

As $D\to0$ at fixed $g$, the lower end tends to 1 and the error disappears.

```lean
/-- Let all transition energies be at least `g > 0` and let a scissors shift `D > 0` raise the
empty levels. Unscaled velocities multiply the static polarizability, if it is not zero, by a
factor in `[(g/(g+D))², 1)`. -/
theorem unscaled_ratio_mem (hH : ∀ i, H (b i) = (e i : ℂ) • b i) (hg : 0 < g) (hD : 0 < D)
    (hgap : ∀ v ∈ occ, ∀ c ∉ occ, g ≤ e c - e v)
    (hα : polarizability b occ X (scissorsLevel occ e D) ≠ 0) :
    velocityPolarizability b occ H X (scissorsLevel occ e D) /
      polarizability b occ X (scissorsLevel occ e D) ∈ Set.Ico ((g / (g + D)) ^ 2) 1 := by
  have hb := fun p (hp : p ∈ occ ×ˢ occᶜ) => transition_bounds b occ X hg hD hgap hp
  rw [unscaled_eq b occ X hH]
  unfold polarizability at hα ⊢
  have hpos := lt_of_le_of_ne
    (mul_nonneg zero_le_two (Finset.sum_nonneg fun p hp => (hb p hp).2.2)) hα.symm
  constructor
  · -- every factor is at least the one at the lower bound `g` on the transition energies
    have key := Finset.sum_le_sum fun p hp =>
      mul_le_mul_of_nonneg_right (hb p hp).1 (hb p hp).2.2
    rw [← Finset.mul_sum] at key
    rw [le_div_iff₀ hpos]
    linarith
  · -- some transition contributes, and its factor is below one
    obtain ⟨q, hq, hq0⟩ := Finset.exists_ne_zero_of_sum_ne_zero (right_ne_zero_of_mul hα)
    have hqpos := lt_of_le_of_ne (hb q hq).2.2 hq0.symm
    rw [div_lt_one hpos]
    refine mul_lt_mul_of_pos_left (Finset.sum_lt_sum (fun p hp => ?_) ⟨q, hq, ?_⟩) two_pos
    · exact mul_le_of_le_one_left (hb p hp).2.2 (hb p hp).2.1.le
    · exact mul_lt_of_lt_one_left hqpos (hb q hq).2.1
```

## (j) When the lower end is reached

Under the same conditions, show that
$$\frac{\alpha'}{\alpha}=\left(\frac{g}{g+D}\right)^2\iff w_{cv}=g\ \text{ whenever } X_{cv}\neq0.$$

**Solution.** By (f), the equality on the left says that
$$\sum_{v,c}\left[\left(\frac{w_{cv}}{w_{cv}+D}\right)^2-\left(\frac{g}{g+D}\right)^2\right]T_{cv}=0.$$
By (h) no term is negative, so the sum vanishes exactly when every term does; this is `h0`. If $X_{cv}\neq0$, then $T_{cv}>0$ and the bracket must be zero, which by (g) excludes $w_{cv}>g$. Conversely, if every transition with $X_{cv}\ne0$ has energy $g$, each term has a zero bracket or a zero $T_{cv}$.

```lean
/-- Let all transition energies of `H` be at least `g > 0`, let a scissors shift `D > 0` raise the
empty levels, and let the static polarizability be nonzero. The factor by which unscaled velocities
multiply it equals `(g/(g+D))²` exactly when every transition from an occupied to an empty state
with a nonzero position element has the unshifted energy `g`. -/
theorem unscaled_ratio_eq_iff (hH : ∀ i, H (b i) = (e i : ℂ) • b i) (hg : 0 < g)
    (hD : 0 < D) (hgap : ∀ v ∈ occ, ∀ c ∉ occ, g ≤ e c - e v)
    (hα : polarizability b occ X (scissorsLevel occ e D) ≠ 0) :
    velocityPolarizability b occ H X (scissorsLevel occ e D) /
      polarizability b occ X (scissorsLevel occ e D) = (g / (g + D)) ^ 2 ↔
    ∀ v ∈ occ, ∀ c ∉ occ, inner ℂ (b c) (X (b v)) ≠ 0 → e c - e v = g := by
  rw [div_eq_iff hα, unscaled_eq b occ X hH]
  unfold polarizability
  -- the excess over the lower bound is a sum of nonnegative terms
  have h0 := Finset.sum_eq_zero_iff_of_nonneg fun p (hp : p ∈ occ ×ˢ occᶜ) =>
    mul_nonneg (sub_nonneg.2 (transition_bounds b occ X hg hD hgap hp).1)
      (transition_bounds b occ X hg hD hgap hp).2.2
  simp only [sub_mul, Finset.sum_sub_distrib, ← Finset.mul_sum] at h0
  constructor
  · intro h v hv c hc hX
    have hz := h0.1 (by linear_combination h / 2) (v, c) (by simp [hv, hc])
    by_contra hne
    have hlt := factor_lt hg hD (lt_of_le_of_ne (hgap v hv c hc) (Ne.symm hne))
    have hT : 0 < transitionTerm b X (scissorsLevel occ e D) (v, c) := by
      change 0 < ‖inner ℂ (b c) (X (b v))‖ ^ 2 /
        (scissorsLevel occ e D c - scissorsLevel occ e D v)
      rw [scissors_gap occ hv hc]
      exact div_pos (pow_pos (norm_pos_iff.2 hX) 2) (by linarith [hgap v hv c hc])
    rw [← sub_mul] at hz
    exact (mul_pos (sub_pos.2 hlt) hT).ne' hz
  · intro h
    have hz := h0.2 fun p hp => by
      rw [Finset.mem_product, Finset.mem_compl] at hp
      by_cases hX : inner ℂ (b p.2) (X (b p.1)) = 0
      · simp [transitionTerm, hX]
      · rw [h _ hp.1 _ hp.2 hX, sub_self]
    linear_combination 2 * hz
```

## (k) Two levels

Take levels 0 and 1 with the lower one occupied, $H=Q$, and an $X$ that swaps the two states. Show that the conditions of (i) hold for $g=D=1$, with
$$\alpha=1.$$

**Solution.** By (a), $Q$ has the eigenvalues 0 and 1. The only transition has $w=1=g$ and $|X_{cv}|=1$, and its shifted energy is 2, so $\alpha=2\cdot\tfrac12=1$. In the proof the sum over transitions reduces to the single pair `(0, 1)`. By (j), the unscaled velocities would give a quarter of this value.

```lean
/-- A two-level system with levels 0 and 1, the lower one occupied, the projector on the empty state
as `H`, and an `X` that swaps the two states meets the hypotheses of `unscaled_ratio_mem` with
`g = D = 1`; its static polarizability with the shifted levels is 1. -/
theorem two_level_witness (b : OrthonormalBasis (Fin 2) ℂ E) :
    (∀ i, emptyProjector b {0} (b i) = (((![0, 1] : Fin 2 → ℝ) i : ℝ) : ℂ) • b i) ∧
    (∀ v ∈ ({0} : Finset (Fin 2)), ∀ c ∉ ({0} : Finset (Fin 2)),
      (1 : ℝ) ≤ (![0, 1] : Fin 2 → ℝ) c - (![0, 1] : Fin 2 → ℝ) v) ∧
    polarizability b {0} (b.toBasis.constr ℂ ![b 1, b 0])
      (scissorsLevel {0} ![0, 1] 1) = 1 := by
  refine ⟨fun i => ?_, fun v hv c hc => ?_, ?_⟩
  · rw [emptyProjector_basis]
    fin_cases i <;> simp
  · fin_cases v <;> fin_cases c <;> simp at hv hc ⊢
  · have hX := b.toBasis.constr_basis ℂ ![b 1, b 0] 0
    rw [b.coe_toBasis] at hX
    have h11 : inner ℂ (b 1) (b 1) = (1 : ℂ) := by
      rw [orthonormal_iff_ite.mp b.orthonormal, if_pos rfl]
    have hs : ({0} : Finset (Fin 2)) ×ˢ ({0} : Finset (Fin 2))ᶜ = {(0, 1)} := by decide
    unfold polarizability
    rw [hs, Finset.sum_singleton]
    simp only [transitionTerm, hX, Matrix.cons_val_zero, h11, scissorsLevel]
    norm_num

end

end ScissorsPolarizability
```

```lean
#print axioms ScissorsPolarizability.position_from_scissors_velocity
#print axioms ScissorsPolarizability.unscaled_ratio_mem
#print axioms ScissorsPolarizability.unscaled_ratio_eq_iff
```

```
'ScissorsPolarizability.position_from_scissors_velocity' depends on axioms: [propext, Classical.choice, Quot.sound]
'ScissorsPolarizability.unscaled_ratio_mem' depends on axioms: [propext, Classical.choice, Quot.sound]
'ScissorsPolarizability.unscaled_ratio_eq_iff' depends on axioms: [propext, Classical.choice, Quot.sound]
```
